# For a constant gap Δ > 0, the integral of the inverse quasiparticle energy 1/√(ξ² + Δ²) from a to b is arsinh(b/Δ) − arsinh(a/Δ)

In a BCS superconductor with a constant real gap Δ, a normal-state energy ξ measured from the chemical potential gives the quasiparticle energy √(ξ² + Δ²). The declaration `pairingIntegral_eq` says that, for Δ > 0 and any real limits a and b, the integral of the inverse of this energy over ξ from a to b equals arsinh(b/Δ) − arsinh(a/Δ). The integral carries no coupling constant, density of states or thermal factor. The proof shows by the chain rule that arsinh(ξ/Δ) has the integrand as its derivative, checks that the integrand is continuous, and applies the fundamental theorem of calculus.

As first written in Lean, the proof fails:

```lean
import Mathlib

namespace PairingIntegralEq

noncomputable section

/-- The pairing integral of `1/√(ξ² + Δ²)` over normal-state energies from `a` to `b`,
for a nonzero gap `Δ`. -/
def pairingIntegral (a b Δ : ℝ) : ℝ := ∫ ξ in a..b, 1 / √(ξ ^ 2 + Δ ^ 2)

/-- For `Δ > 0` the pairing integral from `a` to `b` is `arsinh (b/Δ) - arsinh (a/Δ)`. -/
theorem pairingIntegral_eq (a b : ℝ) {Δ : ℝ} (hΔ : 0 < Δ) :
    pairingIntegral a b Δ = Real.arsinh (b / Δ) - Real.arsinh (a / Δ) := by
  have hderiv : ∀ ξ : ℝ, HasDerivAt (fun t : ℝ => Real.arsinh (t / Δ))
      (1 / √(ξ ^ 2 + Δ ^ 2)) ξ := by
    intro ξ
    have h1 : HasDerivAt (fun t : ℝ => Real.arsinh (t / Δ))
        ((√(1 + (ξ / Δ) ^ 2))⁻¹ * (1 / Δ)) ξ :=
      (Real.hasDerivAt_arsinh (ξ / Δ)).comp ξ ((hasDerivAt_id' ξ).div_const Δ)
    -- pull the gap out of the quasiparticle energy
    have hx : ξ = Δ * (ξ / Δ) := by field_simp
    have h2 : ξ ^ 2 + Δ ^ 2 = Δ ^ 2 * (1 + (ξ / Δ) ^ 2) := by
      linear_combination (ξ + Δ * (ξ / Δ)) * hx
    refine h1.congr_deriv ?_
    rw [h2, Real.sqrt_mul (sq_nonneg Δ), Real.sqrt_sq hΔ.le]
    ring
  have hcont : Continuous (fun ξ : ℝ => 1 / √(ξ ^ 2 + Δ ^ 2)) :=
    Continuous.div continuous_const (by fun_prop)
      (fun ξ => ne_of_gt (Real.sqrt_pos.mpr (by positivity)))
  exact intervalIntegral.integral_eq_sub_of_hasDerivAt (fun ξ _ => hderiv ξ)
    (hcont.intervalIntegrable _ _)

end

end PairingIntegralEq
```

Messages:

```
Main.lean:19:46: error: Application type mismatch: The argument
  HasDerivAt.div_const (hasDerivAt_id' ξ) Δ
has type
  HasDerivAt (fun x => x / Δ) (1 / Δ) ξ
but is expected to have type
  HasDerivAt (fun t => t / Δ + √(1 + (t / Δ) ^ 2)) (1 / Δ) ξ
in the application
  HasDerivAt.comp ξ ?m.144 (HasDerivAt.div_const (hasDerivAt_id' ξ) Δ)
Main.lean:19:6: error: Application type mismatch: The argument
  Real.hasDerivAt_arsinh (ξ / Δ)
has type
  HasDerivAt Real.arsinh (√(1 + (ξ / Δ) ^ 2))⁻¹ (ξ / Δ)
but is expected to have type
  HasDerivAt Real.log (√(1 + (ξ / Δ) ^ 2))⁻¹ (ξ / Δ + √(1 + (ξ / Δ) ^ 2))
in the application
  HasDerivAt.comp ξ (Real.hasDerivAt_arsinh (ξ / Δ))
```

Lean accepts the file once it reads:

```diff
@@ -15,7 +15,8 @@
       (1 / √(ξ ^ 2 + Δ ^ 2)) ξ := by
     intro ξ
+    have h0 := HasDerivAt.comp ξ (Real.hasDerivAt_arsinh (ξ / Δ))
+      ((hasDerivAt_id' ξ).div_const Δ)
     have h1 : HasDerivAt (fun t : ℝ => Real.arsinh (t / Δ))
-        ((√(1 + (ξ / Δ) ^ 2))⁻¹ * (1 / Δ)) ξ :=
-      (Real.hasDerivAt_arsinh (ξ / Δ)).comp ξ ((hasDerivAt_id' ξ).div_const Δ)
+        ((√(1 + (ξ / Δ) ^ 2))⁻¹ * (1 / Δ)) ξ := h0
     -- pull the gap out of the quasiparticle energy
     have hx : ξ = Δ * (ξ / Δ) := by field_simp
```

What went wrong. Both errors come from the chain-rule step `h1`. `HasDerivAt.comp` proves a derivative for a composition, and Lean had to work out the outer and inner functions. Because the type of `h1` was already stated, Lean tried to read them off from `Real.arsinh (t / Δ)`. In doing so it unfolded `Real.arsinh` to its definition, the logarithm of x + √(1 + x²), and took `Real.log` as the outer function and `t / Δ + √(1 + (t / Δ) ^ 2)` as the inner one. The two supplied derivatives, of `x / Δ` and of `Real.arsinh`, are correct but don't fit that split, so each is reported as a mismatch.

The repair first builds the composition as `h0`, with no stated type, so the functions come from the supplied derivatives: `Real.arsinh` outside, division by `Δ` inside. `h0` then serves as the proof of `h1`, since the composition unfolds to the stated function. Writing `HasDerivAt.comp` in full instead of `.comp` is mere tidying.
